# The mean occupation of a spin-degenerate level at zero repulsion and in the limit of infinite repulsion

A single level of energy e holds at most one electron of each spin, with a repulsion U when both are present, and is described by the grand-canonical ensemble at inverse temperature β > 0 and chemical potential μ. With x = exp(β(μ − e)), the lemma states that the mean number of electrons is 2x/(1 + x) at U = 0, and that it tends to the donor formula 1/(1 + 1/(2x)) as U → +∞ with β, μ and e fixed. The attempt writes the mean occupation as (2x + 2x²y)/(1 + 2x + x²y), where y = exp(−βU). At U = 0 it clears denominators and compares polynomials; for the limit it shows that y tends to 0, takes the limits of numerator and denominator, and divides.

An attempt in Lean 4 with a fault in it:

```lean
import Mathlib

open Filter Topology

namespace DonorOccupationLimits

noncomputable section

/-- Number of electrons in the microstate `(n↑, n↓)` of the level. -/
def number (s : Fin 2 × Fin 2) : ℝ := (s.1.val : ℝ) + (s.2.val : ℝ)

/-- Energy of a microstate: `e` for each electron, and the repulsion `U` if both spins
are present. -/
def energy (e U : ℝ) (s : Fin 2 × Fin 2) : ℝ :=
  e * number s + U * ((s.1.val : ℝ) * (s.2.val : ℝ))

/-- Grand-canonical Gibbs weight of a microstate at inverse temperature `β` and chemical
potential `μ`. -/
def weight (β μ e U : ℝ) (s : Fin 2 × Fin 2) : ℝ :=
  Real.exp (-β * (energy e U s - μ * number s))

/-- Grand partition function of the level. -/
def partitionFunction (β μ e U : ℝ) : ℝ := ∑ s, weight β μ e U s

/-- Mean number of electrons on the level in the grand-canonical ensemble. -/
def meanOccupation (β μ e U : ℝ) : ℝ :=
  (∑ s, number s * weight β μ e U s) / partitionFunction β μ e U

/-- The factor `x = exp(β(μ - e))` that each electron on the level contributes. -/
def fugacity (β μ e : ℝ) : ℝ := Real.exp (β * (μ - e))

/-- The Gibbs weight has one factor `x` for each electron and a factor `exp(-βU)` for
double occupancy. -/
theorem weight_eq (β μ e U : ℝ) (s : Fin 2 × Fin 2) :
    weight β μ e U s =
      fugacity β μ e ^ (s.1.val + s.2.val) * Real.exp (-β * U) ^ (s.1.val * s.2.val) := by
  simp only [weight, energy, number, fugacity]
  rw [← Real.exp_nat_mul, ← Real.exp_nat_mul, ← Real.exp_add]
  congr 1
  push_cast
  ring

/-- The grand partition function is `1 + 2x + x²y` with `y = exp(-βU)`. -/
theorem partitionFunction_eq (β μ e U : ℝ) :
    partitionFunction β μ e U =
      1 + 2 * fugacity β μ e + fugacity β μ e ^ 2 * Real.exp (-β * U) := by
  simp only [partitionFunction, weight_eq]
  generalize Real.exp (-β * U) = y
  simp [Fintype.sum_prod_type, Fin.sum_univ_two]
  ring

/-- The mean occupation is `(2x + 2x²y)/(1 + 2x + x²y)` with `y = exp(-βU)`. -/
theorem meanOccupation_eq (β μ e U : ℝ) :
    meanOccupation β μ e U =
      (2 * fugacity β μ e + 2 * fugacity β μ e ^ 2 * Real.exp (-β * U)) /
        (1 + 2 * fugacity β μ e + fugacity β μ e ^ 2 * Real.exp (-β * U)) := by
  rw [meanOccupation, partitionFunction_eq]
  congr 1
  simp only [weight_eq]
  generalize Real.exp (-β * U) = y
  simp [number, Fintype.sum_prod_type, Fin.sum_univ_two]
  ring

/-- For positive `x`, the donor formula `1/(1 + 1/(2x))` is the occupation `2x/(1 + 2x)` of a
level with one empty and two singly occupied states. -/
theorem donor_formula {x : ℝ} (hx : 0 < x) : 1 / (1 + 1 / (2 * x)) = 2 * x / (1 + 2 * x) := by
  have h : 2 * x * (1 / (2 * x)) = 1 := mul_one_div_cancel (by positivity)
  rw [div_eq_div_iff (by positivity) (by positivity)]
  linear_combination -h

/-- The mean occupation is `2x/(1 + x)` without repulsion, and at positive `β` it tends to
`1/(1 + 1/(2x))` as the repulsion grows without bound. -/
theorem donor_occupation_limits {β : ℝ} (hβ : 0 < β) (μ e : ℝ) :
    meanOccupation β μ e 0 = 2 * fugacity β μ e / (1 + fugacity β μ e) ∧
    Tendsto (fun U => meanOccupation β μ e U) atTop
      (𝓝 (1 / (1 + 1 / (2 * fugacity β μ e)))) := by
  have hx : 0 < fugacity β μ e := Real.exp_pos _
  simp only [meanOccupation_eq]
  generalize fugacity β μ e = x at hx ⊢
  constructor
  · -- the partition function factorises as (1 + x)²
    simp only [mul_zero, Real.exp_zero, mul_one]
    rw [div_eq_div_iff (by positivity) (by positivity)]
    ring
  · -- the weight of double occupancy dies out
    have hy : Tendsto (fun U : ℝ => Real.exp (-β * U)) atTop (𝓝 0) :=
      Real.tendsto_exp_atBot.comp (tendsto_id.const_mul_atTop_of_neg (by linarith))
    have hne : 1 + 2 * x + x ^ 2 * 0 ≠ 0 := by
      rw [mul_zero, add_zero]
      positivity
    have h := ((hy.const_mul (2 * x ^ 2)).const_add (2 * x)).div
      ((hy.const_mul (x ^ 2)).const_add (1 + 2 * x)) hne
    rw [donor_formula hx]
    simpa only [mul_zero, add_zero] using h

end

end DonorOccupationLimits
```

The compiler's answer:

```
Main.lean:94:4: error: Type mismatch: After simplification, term
  h
 has type
  @Tendsto ℝ ℝ
    ((fun x_1 => 2 * x + 2 * x ^ 2 * Real.exp (-β * x_1)) / fun x_1 => 1 + 2 * x + x ^ 2 * Real.exp (-β * x_1)) atTop
    (𝓝 (2 * x / (1 + 2 * x)))
but is expected to have type
  @Tendsto ℝ ℝ (fun U => (2 * x + 2 * x ^ 2 * Real.exp (-β * U)) / (1 + 2 * x + x ^ 2 * Real.exp (-β * U))) atTop
    (𝓝 (2 * x / (1 + 2 * x)))
```

Cause. The error is in the last step of the limit. The limits in `h` and in the goal already agree, but the functions are written differently. In `h`, which was built with `.div`, the function is a quotient of two functions, `(fun x_1 => …) / fun x_1 => …`; in the goal it is one function whose value at each `U` is a quotient of real numbers. The two are equal by the definition of division of functions, but `mul_zero` and `add_zero` do not rewrite one form into the other, and the final comparison made by `simpa` does not unfold that definition. Hence the type mismatch.

The repair separates the two tasks. `simp only [mul_zero, add_zero] at h` tidies the limit in `h` as before, and `exact h` then compares `h` with the goal, this time unfolding the division of functions, so that the two statements agree. No further lemma is needed.

Lean accepts the file once it reads:

```diff
@@ -92,5 +92,6 @@
       ((hy.const_mul (x ^ 2)).const_add (1 + 2 * x)) hne
     rw [donor_formula hx]
-    simpa only [mul_zero, add_zero] using h
+    simp only [mul_zero, add_zero] at h
+    exact h
 
 end
```
